# The spin-1/2 Coqblin-Schrieffer exchange form as a spin product plus a density term

## Two electrons trade spins

Put one electron with spin up in an orbital $d$ and one with spin down in an orbital $f$, and let $c$ be a third, empty orbital. Write $p_s^\dagger$ and $p_s$ for the creation and annihilation operators of orbital $p$ and spin $s$. The exchange form

$$E=\sum_{s,r} d_s^\dagger d_r\,c_r^\dagger f_s$$

has one term that does not give zero on this state, $s=\downarrow$, $r=\uparrow$, and

$$E\,d_\uparrow^\dagger f_\downarrow^\dagger|0\rangle=d_\downarrow^\dagger c_\uparrow^\dagger|0\rangle .$$

The second electron has moved from $f$ to $c$, and the spins have been interchanged.

A spin product does the same once a density term is added. With $\hbar=1$, define

$$n_{pq}=\sum_s p_s^\dagger q_s,\qquad S^k_{pq}=\tfrac12\sum_{s,r}p_s^\dagger\,\sigma^k_{sr}\,q_r,$$

where $\sigma^k$ are the Pauli matrices, $n_d=n_{dd}$ and $\mathbf S_d=\mathbf S_{dd}$. For $p=q$, $n_{pq}$ is the number operator of the orbital; for $p\ne q$ it moves an electron from $q$ to $p$ and keeps its spin. The density term below, $\tfrac12 n_d n_{cf}$, is therefore a hop from $f$ to $c$ weighted by the occupation of $d$. On the state above, the $z$ part of $2\,\mathbf S_d\cdot\mathbf S_{cf}$ gives $-\tfrac12 d_\uparrow^\dagger c_\downarrow^\dagger|0\rangle$. The term $\tfrac12 n_d n_{cf}$ cancels it, and the transverse part supplies the swapped state.

## The identity from Pauli completeness

The general relation is

$$E=2\,\mathbf S_d\cdot\mathbf S_{cf}+\tfrac12\,n_d\,n_{cf}.$$

It rests on the completeness relation

$$\sum_k\sigma^k_{sr}\sigma^k_{tu}=2\delta_{su}\delta_{rt}-\delta_{sr}\delta_{tu}.$$

If $s=r$ and $t=u$, only $\sigma^z$ contributes, and both sides are $2\delta_{st}-1$. If $s\ne r$ and $t\ne u$, the $x$ and $y$ products add to 2 for opposite index pairs and cancel for equal ones. In the mixed cases both sides vanish.

Inserting this into the spin product gives

$$\mathbf S_d\cdot\mathbf S_{cf}=\tfrac14\sum_{s,r,t,u}\bigl(2\delta_{su}\delta_{rt}-\delta_{sr}\delta_{tu}\bigr)d_s^\dagger d_r c_t^\dagger f_u=\tfrac12E-\tfrac14 n_d n_{cf},$$

and multiplication by 2 gives the result. No operator has been moved past another, so neither anticommutation relations nor distinct orbitals are needed.

## Two hopping sequences

The canonical relations enter when $E$ is compared with products of hops. For $d\ne c$, hopping $f\to d$ and then $d\to c$ gives

$$n_{cd}n_{df}=\sum_{r,s}c_r^\dagger(\delta_{rs}-d_s^\dagger d_r)f_s=n_{cf}-E,$$

because $c_r^\dagger$ passes $d_s^\dagger d_r$ with two sign changes. In the opposite order, with $c$ different from both $d$ and $f$,

$$d_s^\dagger f_s c_r^\dagger d_r=-d_s^\dagger c_r^\dagger f_s d_r=d_s^\dagger c_r^\dagger d_r f_s=-d_s^\dagger d_r c_r^\dagger f_s,$$

so $n_{df}n_{cd}=-E$.

The condition $f\ne c$ matters here. Set $f=c$ and act on $d_a^\dagger|0\rangle$. Hopping out to $c$ and back returns the state, whereas $E$ gives zero because $c$ is empty. The two sides therefore differ.

For general spins $a,b$, with $d$ different from $c$ and $f$, moving $f_s$ and then $d_r$ to the right gives two minus signs and the factors $\delta_{sb}\delta_{ra}$:

$$E\,d_a^\dagger f_b^\dagger|0\rangle=d_b^\dagger c_a^\dagger|0\rangle .$$

If $d$ is a spin-1/2 impurity orbital holding one electron, and $c$ and $f$ are two different conduction orbitals, the identity shows that a simulation using only the spin product omits the scattering term $n_{cf}/2$ contained in the exchange form.

## How the Lean statements read

`cr p s` and `an p s` stand for $p_s^\dagger$ and $p_s$. The orbital labels form an arbitrary type `O`, and the spin index is `0` for up and `1` for down. `density cr an p q` is $n_{pq}$, `spin cr an k p q` is $S^k_{pq}$, and `exchange cr an d c f` is $E$. Products act from right to left.

`exchange_eq_spin_dot_spin` holds for any two families of elements of a complex algebra. The hopping theorems assume `IsCanonical`, which lists the anticommutators; creation is not required to be the adjoint of annihilation. `exchange_swaps_spins` also assumes a vector `vac` killed by every annihilation operator.

These are operator relations for one triple of orbitals with two spin states. The Coqblin-Schrieffer Hamiltonian itself, with its couplings, energy denominators, sum over conduction states and larger degeneracies, is not derived from an Anderson model here.

```lean
import Mathlib

open Complex

namespace CoqblinSchrieffer

noncomputable section

/-- The three Pauli matrices, in the order x, y, z. -/
def pauli : Fin 3 → Matrix (Fin 2) (Fin 2) ℂ :=
  ![!![0, 1; 1, 0], !![0, -I; I, 0], !![1, 0; 0, -1]]

variable {O A : Type*} [Ring A]

/-- Canonical anticommutation relations for creation operators `cr p s` and annihilation
operators `an p s` of orbital `p` and spin `s`. -/
structure IsCanonical (cr an : O → Fin 2 → A) : Prop where
  cr_cr : ∀ p q s r, cr p s * cr q r + cr q r * cr p s = 0
  an_an : ∀ p q s r, an p s * an q r + an q r * an p s = 0
  an_cr_same : ∀ p s r, an p s * cr p r + cr p r * an p s = if s = r then 1 else 0
  an_cr_ne : ∀ p q s r, p ≠ q → an p s * cr q r + cr q r * an p s = 0

/-- The spin-summed bilinear `∑ s, p_s† q_s`: the number operator for `p = q`, and the
spin-conserving hop from `q` to `p` otherwise. -/
def density (cr an : O → Fin 2 → A) (p q : O) : A := ∑ s, cr p s * an q s

/-- Component `k` of the spin bilinear `(1/2) ∑ p_s† σ(s,r) q_r`. -/
def spin [Algebra ℂ A] (cr an : O → Fin 2 → A) (k : Fin 3) (p q : O) : A :=
  (1 / 2 : ℂ) • ∑ s, ∑ r, pauli k s r • (cr p s * an q r)

/-- The Coqblin-Schrieffer exchange form `∑ d_s† d_r c_r† f_s`. -/
def exchange (cr an : O → Fin 2 → A) (d c f : O) : A :=
  ∑ s, ∑ r, cr d s * an d r * cr c r * an f s

/-- Completeness of the Pauli matrices:
`∑ k, σ_k(s,r) σ_k(t,u) = 2 δ(s,u) δ(r,t) - δ(s,r) δ(t,u)`. -/
theorem pauli_completeness (s r t u : Fin 2) :
    ∑ k, pauli k s r * pauli k t u =
      2 * (if s = u ∧ r = t then 1 else 0) - (if s = r ∧ t = u then 1 else 0) := by
  fin_cases s <;> fin_cases r <;> fin_cases t <;> fin_cases u <;>
    simp [pauli, Fin.sum_univ_three] <;> norm_num

/-- The scalar product of two spin bilinears as a fourfold sum over spin indices. -/
theorem spin_dot_spin [Algebra ℂ A] (cr an : O → Fin 2 → A) (d c f : O) :
    ∑ k, spin cr an k d d * spin cr an k c f =
      (1 / 4 : ℂ) • ∑ s, ∑ r, ∑ t, ∑ u, (∑ k, pauli k s r * pauli k t u) •
        (cr d s * an d r * (cr c t * an f u)) := by
  simp only [spin, Fin.sum_univ_two, Fin.sum_univ_three, mul_add, add_mul, smul_add,
    smul_mul_assoc, mul_smul_comm]
  module

/-- The Coqblin-Schrieffer exchange form equals `2 S_d · S_cf + n_d n_cf / 2`. -/
theorem exchange_eq_spin_dot_spin [Algebra ℂ A] (cr an : O → Fin 2 → A) (d c f : O) :
    exchange cr an d c f =
      (2 : ℂ) • ∑ k, spin cr an k d d * spin cr an k c f +
        (1 / 2 : ℂ) • (density cr an d d * density cr an c f) := by
  -- completeness leaves one exchange term and one density term
  rw [spin_dot_spin]
  simp only [pauli_completeness]
  simp only [exchange, density, Fin.sum_univ_two, mul_add, add_mul, mul_assoc, Fin.isValue,
    zero_ne_one, one_ne_zero, and_true, and_false, if_true, if_false]
  module

/-- For `d ≠ c`, hopping from `f` to `d` and then from `d` to `c` gives the bilinear `n_cf` minus
the exchange form. -/
theorem hop_in_then_out {cr an : O → Fin 2 → A} (h : IsCanonical cr an) {d c : O} (f : O)
    (hdc : d ≠ c) :
    density cr an c d * density cr an d f = density cr an c f - exchange cr an d c f := by
  have key : ∀ s r, cr c r * an d r * (cr d s * an f s) =
      cr c r * (if r = s then 1 else 0) * an f s - cr d s * an d r * cr c r * an f s := by
    intro s r
    have h1 := h.an_cr_same d r s
    have h2 := h.cr_cr c d r s
    have h3 := h.an_cr_ne d c r r hdc
    rw [← h1]
    -- carry `c_r†` to the right through `d_s†` and `d_r`
    linear_combination (norm := noncomm_ring)
      cr d s * h3 * an f s - h2 * (an d r * an f s)
  simp only [density, exchange, Fin.sum_univ_two, mul_add, add_mul, key]
  simp only [Fin.isValue, zero_ne_one, one_ne_zero, if_true, if_false, mul_one, mul_zero,
    zero_mul]
  abel

/-- For `c` different from `d` and `f`, hopping from `d` to `c` and then from `f` to `d` gives minus
the exchange form. -/
theorem hop_out_then_in {cr an : O → Fin 2 → A} (h : IsCanonical cr an) {d c f : O}
    (hdc : d ≠ c) (hfc : f ≠ c) :
    density cr an d f * density cr an c d = -exchange cr an d c f := by
  have key : ∀ s r, cr d s * an f s * (cr c r * an d r) =
      -(cr d s * an d r * cr c r * an f s) := by
    intro s r
    have h1 := h.an_cr_ne f c s r hfc
    have h2 := h.an_an d f r s
    have h3 := h.an_cr_ne d c r r hdc
    -- three anticommutations, hence one overall sign
    linear_combination (norm := noncomm_ring)
      cr d s * h1 * an d r - cr d s * cr c r * h2 + cr d s * h3 * an f s
  simp only [density, exchange, Fin.sum_univ_two, mul_add, add_mul, key]
  abel

/-- Let `d` be different from `c` and `f`. Acting on one electron in `d` with spin `a` and one in
`f` with spin `b` above the vacuum, the exchange form moves the second electron to `c` and
interchanges the two spins. -/
theorem exchange_swaps_spins {V : Type*} [AddCommGroup V] [Module ℂ V]
    {cr an : O → Fin 2 → Module.End ℂ V} (h : IsCanonical cr an) {d c f : O}
    (hdc : d ≠ c) (hfd : f ≠ d) (vac : V) (hvac : ∀ p s, an p s vac = 0) (a b : Fin 2) :
    exchange cr an d c f (cr d a (cr f b vac)) = cr d b (cr c a vac) := by
  have same : ∀ p s r, an p s (cr p r vac) = if s = r then vac else 0 := by
    intro p s r
    have e := LinearMap.congr_fun (h.an_cr_same p s r) vac
    simp only [LinearMap.add_apply, Module.End.mul_apply, hvac, map_zero, add_zero] at e
    rw [e]
    split_ifs <;> simp
  have diff : ∀ p q, p ≠ q → ∀ s r x, an p s (cr q r x) = -cr q r (an p s x) := by
    intro p q hpq s r x
    have e := LinearMap.congr_fun (h.an_cr_ne p q s r hpq) x
    exact eq_neg_of_add_eq_zero_left e
  -- only the term with `s = b` and `r = a` survives
  have term : ∀ s r, cr d s (an d r (cr c r (an f s (cr d a (cr f b vac))))) =
      if r = a then (if s = b then cr d s (cr c r vac) else 0) else 0 := by
    intro s r
    rw [diff f d hfd, same, diff d c hdc]
    by_cases hs : s = b <;> by_cases hr : r = a <;> simp [hs, hr, same]
  simp only [exchange, LinearMap.sum_apply, Module.End.mul_apply, term]
  simp

/-- The Fock space of three orbitals with two spin states each, as an exterior algebra. -/
abbrev Fock := ExteriorAlgebra ℂ (Fin 3 × Fin 2 → ℂ)

/-- Creation of an electron: exterior multiplication by its basis vector. -/
def create (p : Fin 3) (s : Fin 2) : Module.End ℂ Fock :=
  LinearMap.mulLeft ℂ (ExteriorAlgebra.ι ℂ (Pi.single (p, s) (1 : ℂ)))

/-- Annihilation of an electron: contraction with its coordinate. -/
def annihilate (p : Fin 3) (s : Fin 2) : Module.End ℂ Fock :=
  CliffordAlgebra.contractLeft
    (LinearMap.proj (p, s) : (Fin 3 × Fin 2 → ℂ) →ₗ[ℂ] ℂ)

/-- The operators on this Fock space are canonical, and its unit element is a nonzero vector
annihilated by every annihilation operator. -/
theorem isCanonical_witness :
    IsCanonical create annihilate ∧ (∀ p s, annihilate p s (1 : Fock) = 0) ∧
      (1 : Fock) ≠ 0 := by
  have key : ∀ p q s r (x : Fock),
      annihilate p s (create q r x) + create q r (annihilate p s x) =
        (if p = q ∧ s = r then (1 : ℂ) else 0) • x := by
    intro p q s r x
    simp only [annihilate, create, LinearMap.mulLeft_apply]
    rw [CliffordAlgebra.contractLeft_ι_mul, sub_add_cancel]
    congr 1
    simp [Pi.single_apply]
  refine ⟨⟨?_, ?_, ?_, ?_⟩, ?_, one_ne_zero⟩
  · intro p q s r
    refine LinearMap.ext fun x => ?_
    simp only [create, LinearMap.add_apply, Module.End.mul_apply, LinearMap.mulLeft_apply,
      LinearMap.zero_apply]
    rw [← mul_assoc, ← mul_assoc, ← add_mul, ExteriorAlgebra.ι_add_mul_swap, zero_mul]
  · intro p q s r
    refine LinearMap.ext fun x => ?_
    exact add_eq_zero_iff_eq_neg.mpr (CliffordAlgebra.contractLeft_comm ..)
  · intro p s r
    refine LinearMap.ext fun x => (key p p s r x).trans ?_
    by_cases hs : s = r <;> simp [hs]
  · intro p q s r hpq
    refine LinearMap.ext fun x => (key p q s r x).trans ?_
    simp [hpq]
  · intro p s
    exact CliffordAlgebra.contractLeft_one ..

end

end CoqblinSchrieffer
```

```lean
#print axioms CoqblinSchrieffer.exchange_eq_spin_dot_spin
#print axioms CoqblinSchrieffer.hop_in_then_out
#print axioms CoqblinSchrieffer.hop_out_then_in
#print axioms CoqblinSchrieffer.exchange_swaps_spins
```

```
'CoqblinSchrieffer.exchange_eq_spin_dot_spin' depends on axioms: [propext, Classical.choice, Quot.sound]
'CoqblinSchrieffer.hop_in_then_out' depends on axioms: [propext, Classical.choice, Quot.sound]
'CoqblinSchrieffer.hop_out_then_in' depends on axioms: [propext, Classical.choice, Quot.sound]
'CoqblinSchrieffer.exchange_swaps_spins' depends on axioms: [propext, Classical.choice, Quot.sound]
```

## Completeness and the fourfold sum

`pauli_completeness` checks all sixteen choices of the four spin indices. `spin_dot_spin` expands both spin bilinears and collects the Pauli products as coefficients; `module` compares the resulting linear combinations. The main theorem rewrites with these two lemmas, evaluates the Kronecker deltas and again leaves the coefficients to `module`.

## Signs from the anticommutators

In each hopping theorem, `key` is the identity for fixed $s,r$. The `linear_combination` line multiplies the anticommutation relations by the operators standing to their left and right, and `noncomm_ring` verifies the sum without reordering factors. In `hop_in_then_out`, the delta is first replaced by the anticommutator of $d_r$ and $d_s^\dagger$.

For the two-electron state, `same` evaluates an annihilation operator on a single electron in its own orbital, and `diff` moves it past a creation operator of another orbital. `term` combines them and leaves only $s=b$, $r=a$.

## A six-mode Fock space

`isCanonical_witness` realises the assumptions for three orbitals. Creation is exterior multiplication by a basis vector, annihilation is contraction with a coordinate, and the vacuum is the unit element. Its `key` is the contraction rule for a product, which gives both mixed anticommutators. Antisymmetry of the exterior product gives the creation relation, and anticommuting contractions give the annihilation relation. The theorem also shows that the vacuum is nonzero and is killed by every annihilation operator.
